# A translation-invariant ring Hamiltonian is Hermitian exactly when its dispersion is real

A particle hops on a ring of N sites, and the amplitude for a hop depends only on the displacement. The amplitudes may be complex. A magnetic flux through the ring gives them phases and leaves the Hamiltonian Hermitian, whereas hopping that is stronger clockwise than anticlockwise makes it non-Hermitian. Suppose that only the dispersion is known, one complex number for each crystal momentum. Does it reveal whether the Hamiltonian is Hermitian?

For a general matrix, real eigenvalues do not settle the question. On this ring they do, because translation invariance lets the dispersion determine every matrix element.

## Comparing the hopping with its adjoint

Label the sites x and the crystal momenta k by integers modulo N. Let h(x) be the amplitude for a displacement x, so that the amplitude from site y to site x is

H(x, y) = h(x − y).

The dispersion is

ĥ(k) = Σₓ exp(−2πi k x/N) h(x).

Acting with H on the plane wave ψₖ(y) = exp(2πi k y/N) and substituting z = x − y gives

Σ_y h(x − y) exp(2πi k y/N) = exp(2πi k x/N) Σ_z exp(−2πi k z/N) h(z) = ĥ(k) ψₖ(x),

so each ĥ(k) is an eigenvalue of H. The N plane waves are mutually orthogonal and hence form a basis, so there are no other eigenvalues.

Hermiticity means H(x, y) = conj H(y, x) for all x and y, which is h(x − y) = conj h(y − x). Since every displacement occurs as a difference of sites, this is the same as

h(−x) = conj h(x) for every x.

Now define the adjoint hopping h†(x) = conj h(−x). The condition just found says h† = h. Relabelling x as −x in the sum gives the dispersion of h†:

Σₓ exp(−2πi k x/N) conj h(−x) = Σₓ exp(2πi k x/N) conj h(x) = conj ĥ(k).

If h† = h, then ĥ(k) = conj ĥ(k), and the dispersion is real. Conversely, if ĥ(k) is real for every k, then h and h† have the same dispersion. The dispersion fixes the hopping through

h(x) = (1/N) Σₖ exp(2πi k x/N) ĥ(k),

which follows from Σₖ exp(2πi k(x − y)/N) being N for x = y and 0 otherwise. Hence h† = h, and H is Hermitian.

The last step fails without translation invariance. An open chain of two sites with amplitudes tR one way and tL the other has eigenvalues ±√(tR tL). These are real for any positive tR and tL, yet the matrix is Hermitian only if tR = tL. A real spectrum alone therefore does not establish Hermiticity; some further property of the matrix, such as the translation invariance used here, is needed.

In a numerical calculation, the first column of H contains h(0), h(1), …, h(N − 1), and `numpy.fft.fft` applied to that column returns ĥ(k) with the sign convention used here. Imaginary parts above rounding error then show that the hopping table violates h(N − x) = conj h(x). With the column at hand, that relation can also be checked directly, without a Fourier transform. The dispersion is the useful test when only the band energies are given: for a translation-invariant, non-interacting tight-binding model with one orbital per site on a finite ring, the Hamiltonian is Hermitian exactly when they are all real.

## The ring and its dispersion in Lean

Sites and momenta are both elements of `ZMod N`, the integers modulo N, so periodic boundary conditions are built into the subtraction. The assumption `NeZero N` excludes N = 0, for which `ZMod N` would be the infinite set of integers. A ring of one site is allowed.

```lean
import Mathlib

open ComplexConjugate

namespace CirculantHermiticity

noncomputable section

variable {N : ℕ} [NeZero N]
```

The Hamiltonian is a complex matrix whose rows and columns are indexed by sites. The function `h` is arbitrary: no symmetry or range of hopping is assumed.

```lean
/-- The translation-invariant Hamiltonian on a ring of `N` sites, with matrix elements
`H(x, y) = h(x - y)`. -/
def ringHamiltonian (h : ZMod N → ℂ) : Matrix (ZMod N) (ZMod N) ℂ :=
  Matrix.of fun x y => h (x - y)
```

The phase is written with `ZMod.stdAddChar`, the character that sends j to exp(2πi j/N). The minus sign in its argument fixes the Fourier convention, and there is no factor 1/N or 1/√N.

```lean
/-- The dispersion `ĥ(k) = ∑ₓ exp(-2πi k x / N) h(x)` of the hopping function `h`. -/
def dispersion (h : ZMod N → ℂ) (k : ZMod N) : ℂ :=
  ∑ x, ZMod.stdAddChar (-(k * x)) * h x
```

`dispersion` is defined by this sum alone; its identification with the eigenvalues of H rests on the plane-wave calculation above, not on a theorem in the file.

The inversion step becomes the statement that `dispersion` is injective. The proof matches the sum term by term with Mathlib's discrete Fourier transform `ZMod.dft`, which is an invertible linear map, and takes the injectivity from there.

```lean
/-- Two hopping functions with the same dispersion are equal. -/
theorem dispersion_injective :
    Function.Injective (dispersion : (ZMod N → ℂ) → ZMod N → ℂ) := by
  -- the dispersion is the discrete Fourier transform, which is invertible
  have key : ∀ h : ZMod N → ℂ, dispersion h = ZMod.dft h := by
    intro h
    funext k
    rw [ZMod.dft_apply]
    unfold dispersion
    refine Finset.sum_congr rfl fun x _ => ?_
    rw [smul_eq_mul, mul_comm k x]
  intro f g hfg
  rw [key f, key g] at hfg
  exact ZMod.dft.injective hfg
```

The next lemma is the dispersion of h†. `Fintype.sum_equiv` with `Equiv.neg` carries out the relabelling of x as −x, and `AddChar.map_neg_eq_conj` supplies the fact that conjugating a phase reverses its argument.

```lean
/-- Reflecting and conjugating the hopping function conjugates the dispersion. -/
theorem dispersion_adjoint (h : ZMod N → ℂ) (k : ZMod N) :
    dispersion (fun x => conj (h (-x))) k = conj (dispersion h k) := by
  unfold dispersion
  rw [map_sum]
  -- relabel the sites by x ↦ -x
  refine Fintype.sum_equiv (Equiv.neg (ZMod N)) _ _ fun x => ?_
  rw [map_mul, ← AddChar.map_neg_eq_conj]
  simp only [Equiv.neg_apply, mul_neg, neg_neg]
```

The same relabelling without conjugation shows what reversing the momentum does to the hopping:

ĥ(−k) = Σₓ exp(2πi k x/N) h(x) = Σₓ exp(−2πi k x/N) h(−x).

```lean
/-- Reversing the crystal momentum amounts to reflecting the hopping function. -/
theorem dispersion_neg (h : ZMod N → ℂ) (k : ZMod N) :
    dispersion h (-k) = dispersion (fun x => h (-x)) k := by
  unfold dispersion
  refine Fintype.sum_equiv (Equiv.neg (ZMod N)) _ _ fun x => ?_
  simp only [Equiv.neg_apply, neg_mul, mul_neg, neg_neg]
```

## The three equivalent conditions

`List.TFAE` states that all conditions in the list are equivalent. The first is Mathlib's Hermiticity of a matrix, the second is the relation between opposite hoppings, and the third says that the imaginary part of the dispersion vanishes at every k.

The implication from 1 to 2 compares the matrix elements (0, x) and (x, 0). The implication from 2 to 1 applies the hopping relation to the displacement y − x. In both implications between 2 and 3, `hfun` is the equation h† = h. Going from 2 to 3, it follows from the hopping relation and is inserted into `dispersion_adjoint`. Going from 3 to 2, it is the conclusion of `dispersion_injective`, because the two dispersions agree at every momentum.

```lean
/-- For a translation-invariant Hamiltonian on a ring, these are equivalent: it is Hermitian;
opposite hoppings are complex conjugates; the dispersion is real at every crystal momentum. -/
theorem hermitian_tfae (h : ZMod N → ℂ) :
    List.TFAE [(ringHamiltonian h).IsHermitian,
      ∀ x, h (-x) = conj (h x),
      ∀ k, (dispersion h k).im = 0] := by
  tfae_have 1 → 2 := by
    intro hH x
    -- compare the matrix elements (0, x) and (x, 0)
    have hx := hH.apply 0 x
    simpa [ringHamiltonian] using hx.symm
  tfae_have 2 → 1 := by
    intro h2
    refine Matrix.IsHermitian.ext fun x y => ?_
    have hxy := h2 (y - x)
    rw [neg_sub] at hxy
    exact hxy.symm
  tfae_have 2 → 3 := by
    intro h2 k
    have hfun : (fun x => conj (h (-x))) = h := by
      funext x
      rw [← h2 (-x), neg_neg]
    have hk := dispersion_adjoint h k
    rw [hfun] at hk
    exact Complex.conj_eq_iff_im.1 hk.symm
  tfae_have 3 → 2 := by
    intro h3 x
    -- a real dispersion is shared by h and its adjoint hopping, so the two agree
    have hfun : (fun x => conj (h (-x))) = h := by
      apply dispersion_injective
      funext k
      rw [dispersion_adjoint]
      exact Complex.conj_eq_iff_im.2 (h3 k)
    have hx := congrFun hfun (-x)
    simp only [neg_neg] at hx
    exact hx.symm
  tfae_finish
```

## Bands that are even in momentum

A Hermitian ring has a real dispersion, but ĥ(k) and ĥ(−k) may still differ. By the formula for ĥ(−k) and injectivity, the dispersion is even exactly when h(−x) = h(x) for all x. Hermiticity gives h(−x) = conj h(x), so evenness is equivalent to h(x) = conj h(x), that is, to real hoppings.

The theorem takes Hermiticity as the hypothesis `hH`, and its first line extracts the hopping relation from the equivalence. Each direction then follows the argument above, with `hfun` now standing for h(−x) = h(x).

```lean
/-- For a Hermitian ring Hamiltonian, the dispersion is even in the crystal momentum exactly
when all hoppings are real. -/
theorem even_dispersion_iff_real_hopping (h : ZMod N → ℂ)
    (hH : (ringHamiltonian h).IsHermitian) :
    (∀ k, dispersion h (-k) = dispersion h k) ↔ ∀ x, (h x).im = 0 := by
  have h2 : ∀ x, h (-x) = conj (h x) := ((hermitian_tfae h).out 0 1).1 hH
  constructor
  · intro heven x
    have hfun : (fun x => h (-x)) = h := by
      apply dispersion_injective
      funext k
      rw [← dispersion_neg]
      exact heven k
    have hx : h (-x) = h x := congrFun hfun x
    rw [h2 x] at hx
    exact Complex.conj_eq_iff_im.1 hx
  · intro hreal k
    have hfun : (fun x => h (-x)) = h := by
      funext x
      rw [h2 x]
      exact Complex.conj_eq_iff_im.2 (hreal x)
    rw [dispersion_neg, hfun]
```

## Unequal hopping to the left and right

Let tR be the amplitude for a step +1 and tL the amplitude for a step −1, with no other hopping. The definition adds two contributions, so if +1 and −1 are the same displacement, as on a ring of two sites, the amplitudes add.

```lean
/-- Nearest-neighbour hopping with amplitude `tR` for a step `+1` and `tL` for a step `-1`. -/
def asymmetricHopping (tR tL : ℂ) (x : ZMod N) : ℂ :=
  (if x = 1 then tR else 0) + (if x = -1 then tL else 0)
```

Each of the two contributions leaves a single term in its Fourier sum:

ĥ(k) = exp(−2πi k/N) tR + exp(2πi k/N) tL.

This holds for every nonzero N. In Lean, `simp` distributes the sum over the two contributions and evaluates each at its single site.

```lean
/-- The dispersion of asymmetric nearest-neighbour hopping is
`exp(-2πi k / N) tR + exp(2πi k / N) tL`. -/
theorem dispersion_asymmetricHopping (tR tL : ℂ) (k : ZMod N) :
    dispersion (asymmetricHopping tR tL) k =
      ZMod.stdAddChar (-k) * tR + ZMod.stdAddChar k * tL := by
  simp [dispersion, asymmetricHopping, mul_add, Finset.sum_add_distrib]
```

For real amplitudes the imaginary part is (tL − tR) sin(2πk/N), so unequal real amplitudes on three or more sites give complex energies. For complex amplitudes, the equivalence reduces the question to h(−x) = conj h(x). At x = 1 this reads tL = conj tR, provided that h(1) = tR and h(−1) = tL. Conversely, if tL = conj tR, the relation holds at x = ±1, and at every other site both sides are zero.

The proviso requires +1 and −1 to be different displacements, hence the hypothesis `3 ≤ N`. On two sites h(1) = tR + tL, and the dispersion is real as soon as this sum is real, for instance with tR = 1 and tL = 2.

The proof follows this route and does not use the explicit dispersion. The step `hne` shows that 1 = −1 would make N a divisor of 2, which three or more sites rule out. `hR` and `hL` then read off the two amplitudes. In the converse direction, `split_ifs` runs through the cases for x.

```lean
/-- On a ring of at least three sites, asymmetric nearest-neighbour hopping has a real
dispersion at every crystal momentum exactly when `tL` is the complex conjugate of `tR`. -/
theorem asymmetricHopping_real_iff (hN : 3 ≤ N) (tR tL : ℂ) :
    (∀ k : ZMod N, (dispersion (asymmetricHopping tR tL) k).im = 0) ↔ tL = conj tR := by
  have hiff : (∀ x : ZMod N, asymmetricHopping tR tL (-x) = conj (asymmetricHopping tR tL x)) ↔
      ∀ k : ZMod N, (dispersion (asymmetricHopping tR tL) k).im = 0 :=
    (hermitian_tfae (asymmetricHopping tR tL)).out 1 2
  rw [← hiff]
  constructor
  · intro hsym
    -- with three or more sites the right and left neighbours are distinct
    have hne : (1 : ZMod N) ≠ -1 := by
      intro h1
      have h2 : ((2 : ℕ) : ZMod N) = 0 := by
        push_cast
        linear_combination h1
      have h3 : N ∣ 2 := (CharP.cast_eq_zero_iff (ZMod N) N 2).1 h2
      have h4 := Nat.le_of_dvd (by norm_num) h3
      omega
    have hR : asymmetricHopping tR tL (1 : ZMod N) = tR := by
      unfold asymmetricHopping
      rw [if_pos rfl, if_neg hne, add_zero]
    have hL : asymmetricHopping tR tL (-1 : ZMod N) = tL := by
      unfold asymmetricHopping
      rw [if_neg hne.symm, if_pos rfl, zero_add]
    have h1 := hsym 1
    rwa [hR, hL] at h1
  · rintro rfl x
    have e1 : -x = 1 ↔ x = -1 := neg_eq_iff_eq_neg
    have e2 : -x = -1 ↔ x = 1 := neg_inj
    simp only [asymmetricHopping, e1, e2]
    split_ifs <;> simp [add_comm]

end

end CirculantHermiticity
```

```lean
#print axioms CirculantHermiticity.even_dispersion_iff_real_hopping
-- 'CirculantHermiticity.even_dispersion_iff_real_hopping' depends on axioms: [propext, Classical.choice, Quot.sound]
#print axioms CirculantHermiticity.dispersion_asymmetricHopping
-- 'CirculantHermiticity.dispersion_asymmetricHopping' depends on axioms: [propext, Classical.choice, Quot.sound]
#print axioms CirculantHermiticity.asymmetricHopping_real_iff
-- 'CirculantHermiticity.asymmetricHopping_real_iff' depends on axioms: [propext, Classical.choice, Quot.sound]
```
